# Problem sheet: sign alternation bounds the best exponential-sum error for \(1/x\)

## The one-term case

Approximate \(1/x\) on \([1,4]\) by the single exponential \(S(x)=\tfrac65\left(\tfrac23\right)^x\). The error \(e(x)=1/x-S(x)\) takes the values
\[
e(1)=\tfrac15,\qquad e(2)=-\tfrac1{30},\qquad e(4)=\tfrac7{540},
\]
with signs \(+,-,+\). Suppose a competitor \(S'(x)=w'e^{-t'x}\), with real \(w'\) and \(t'\), had an error \(e'=1/x-S'\) of smaller magnitude than \(e\) at all three points. Then \(e-e'=S'-S\) would have the signs \(+,-,+\) there as well, and hence two zeros. But \(S'(x)=S(x)\) means \(w'e^{(t-t')x}=\tfrac65\) with \(t=\log\tfrac32\), and the left side is strictly monotone or constant, so there is at most one solution unless \(S'=S\) everywhere, which the signs exclude. No single exponential therefore beats \(S\) at all three points.

In Laplace-transform methods an energy denominator \(1/\Delta=\int_0^\infty e^{-\tau\Delta}\,d\tau\) with \(\Delta>0\) is replaced by an \(n\)-point quadrature in imaginary time \(\tau\). With \(x=\Delta/\Delta_{\min}\), where \(\Delta_{\min}>0\) is the smallest denominator that occurs, one way to choose the quadrature (the minimax choice) is to fit \(1/x\) uniformly on \([1,R]\), with \(R\) the ratio of largest to smallest denominator. Time grids chosen in this way are one option in space-time GW, which in addition needs transforms between imaginary time and frequency that are not treated here. Given one \(n\)-term sum whose error alternates in sign at \(2n+1\) points, the bound below limits what any \(n\)-point grid can achieve, for the absolute error of this one scalar function on a finite range and not for the error of a self-energy.

## Definitions

```lean
import Mathlib

open Set

namespace ExponentialSumMinimax

noncomputable section
```

For weights \(w_j\) and exponents \(t_j\) with \(j=0,\dots,m-1\), set
\[
S_{w,t}(x)=\sum_{j=0}^{m-1} w_j e^{-t_j x}.
\]
Both families are arbitrary real numbers: negative weights, negative exponents and repeated exponents are allowed, so the class of competitors contains every \(m\)-point quadrature with positive times and is not restricted to these. A sum with fewer terms is included through zero weights.

```lean
/-- The `m`-term real exponential sum `∑ⱼ wⱼ exp(-tⱼ x)` with weights `w` and exponents `t`. -/
def expSum {m : ℕ} (w t : Fin m → ℝ) (x : ℝ) : ℝ := ∑ j, w j * Real.exp (-t j * x)
```

For a target function \(F\) the error is target minus sum, \(e_{w,t}=F-S_{w,t}\).

```lean
/-- The error `F x - ∑ⱼ wⱼ exp(-tⱼ x)` of the exponential sum as an approximation of `F`. -/
def err {m : ℕ} (F : ℝ → ℝ) (w t : Fin m → ℝ) (x : ℝ) : ℝ := F x - expSum w t x
```

A function \(e\) alternates at \(x_0,\dots,x_k\) if \(x_0<\dots<x_k\) and \(e(x_i)\,e(x_{i+1})<0\) for \(i=0,\dots,k-1\). In Lean `i.castSucc` is the index \(i\) and `i.succ` the index \(i+1\). The starting sign is free, and for \(k=0\) there is no sign condition.

```lean
/-- `e` alternates at the `k + 1` points `x`: the points increase strictly and the values of
`e` at consecutive points have opposite signs. -/
def Alternates {k : ℕ} (e : ℝ → ℝ) (x : Fin (k + 1) → ℝ) : Prop :=
  StrictMono x ∧ ∀ i : Fin k, e (x i.castSucc) * e (x i.succ) < 0
```

The maximal error is \(E_R(w,t)=\sup_{1\le x\le R}|1/x-S_{w,t}(x)|\). Lean's `sSup` returns \(0\) for an empty or unbounded set of reals; in part (g) a point of \([1,R]\) is given and boundedness is proved, so the value used is the true supremum.

```lean
/-- The maximal error: the supremum of `|1/x - ∑ⱼ wⱼ exp(-tⱼ x)|` over `x ∈ [1, R]`. -/
def maxErr {m : ℕ} (w t : Fin m → ℝ) (R : ℝ) : ℝ :=
  sSup ((fun x => |err (fun y => 1 / y) w t x|) '' Icc 1 R)
```

## (a) The derivative

**Task.** Show that \(S_{w,t}'\) is an exponential sum with the same exponents and the same number of terms.

**Solution.** Term by term, \(\frac{d}{dx}\,w_je^{-t_jx}=(-t_jw_j)\,e^{-t_jx}\), so the new weights are \(-t_jw_j\). In Lean `HasDerivAt.fun_sum` reduces the claim to one term, where the chain rule applies. Differentiability also supplies the continuity used in (c), (e) and (g).

```lean
/-- The derivative of an exponential sum is the exponential sum with the same exponents and
weights `-tⱼ wⱼ`. -/
theorem hasDerivAt_expSum {m : ℕ} (w t : Fin m → ℝ) (x : ℝ) :
    HasDerivAt (expSum w t) (expSum (fun j => -t j * w j) t x) x := by
  show HasDerivAt (fun y => ∑ j, w j * Real.exp (-t j * y))
    (∑ j, -t j * w j * Real.exp (-t j * x)) x
  refine HasDerivAt.fun_sum fun j _ => ?_
  exact (((hasDerivAt_id' x).const_mul (-t j)).exp.const_mul (w j)).congr_deriv (by ring)
```

## (b) Interlaced points

**Task.** Let \(z_0<\dots<z_k\) and \(z_i<c_i<z_{i+1}\) for \(i=0,\dots,k-1\). Show that \(c_0<\dots<c_{k-1}\).

**Solution.** For \(i<j\) one has \(i+1\le j\), so \(c_i<z_{i+1}\le z_j<c_j\). The last line of the proof is this chain.

```lean
/-- Points chosen strictly between consecutive members of an increasing sequence increase
strictly. -/
theorem strictMono_of_interlace {k : ℕ} {z : Fin (k + 1) → ℝ} (hz : StrictMono z)
    {c : Fin k → ℝ} (hc : ∀ i, c i ∈ Ioo (z i.castSucc) (z i.succ)) : StrictMono c := by
  intro i j hij
  have h : i.succ ≤ j.castSucc := by
    have h' : (i : ℕ) < j := hij
    show (i : ℕ) + 1 ≤ j
    omega
  exact lt_trans (lt_of_lt_of_le (hc i).2 (hz.monotone h)) (hc j).1
```

## (c) Too many zeros force the zero function

**Task.** Show that an \(m\)-term sum vanishing at \(m\) points \(z_0<\dots<z_{m-1}\) vanishes for every real \(x\).

**Solution.** Use induction on the number of terms. The empty sum is zero. For \(m+1\) terms and zeros \(z_0<\dots<z_m\), put \(v_j=w_{j+1}\) and \(s_j=t_{j+1}-t_0\) for \(j=0,\dots,m-1\), and factor out the first exponential:
\[
S_{w,t}(y)=e^{-t_0y}\bigl(w_0+g(y)\bigr),\qquad g=S_{v,s}.
\]
Since \(e^{-t_0y}>0\), each zero gives \(g(z_i)=-w_0\). The function \(g\) has equal values at \(z_i\) and \(z_{i+1}\), so Rolle's theorem gives \(c_i\in(z_i,z_{i+1})\) with \(g'(c_i)=0\) for \(i=0,\dots,m-1\). By (a), \(g'\) is an \(m\)-term sum, and by (b) the \(m\) points \(c_i\) increase, so the induction hypothesis gives \(g'=0\) everywhere. Then \(g\) is constant, \(g(x)=g(z_0)=-w_0\), and \(S_{w,t}(x)=0\).

In Lean `hfac` is the factorisation, `hg` the value \(-w_0\), `hrolle` applies `exists_hasDerivAt_eq_zero`, `hzero` is the induction hypothesis for \(g'\), and `hconst` is the constancy of \(g\). The statement quantifies over all `w t z` inside the induction because the hypothesis is used with new weights, exponents and points. The conclusion concerns the function and not the weights: with repeated exponents, \(w=(1,-1)\) gives the zero function.

```lean
/-- An `m`-term exponential sum that vanishes at `m` strictly increasing points vanishes
everywhere. -/
theorem expSum_eq_zero_of_zeros (m : ℕ) : ∀ (w t z : Fin m → ℝ), StrictMono z →
    (∀ i, expSum w t (z i) = 0) → ∀ x, expSum w t x = 0 := by
  induction m with
  | zero => intro w t z _ _ x; simp [expSum]
  | succ m ih =>
    intro w t z hz h0 x
    -- factor out the first exponential: the first term becomes a constant
    have hfac : ∀ y, expSum w t y = Real.exp (-t 0 * y) *
        (w 0 + expSum (fun j : Fin m => w j.succ) (fun j => t j.succ - t 0) y) := by
      intro y
      simp only [expSum, Fin.sum_univ_succ, mul_add, Finset.mul_sum]
      congr 1
      · ring
      · refine Finset.sum_congr rfl fun j _ => ?_
        have h : Real.exp (-t j.succ * y)
            = Real.exp (-t 0 * y) * Real.exp (-(t j.succ - t 0) * y) := by
          rw [← Real.exp_add]; congr 1; ring
        rw [h]; ring
    generalize (fun j : Fin m => w j.succ) = v at hfac
    generalize (fun j : Fin m => t j.succ - t 0) = s at hfac
    have hd := hasDerivAt_expSum v s
    have hdiff : Differentiable ℝ (expSum v s) := fun y => (hd y).differentiableAt
    have hg : ∀ i, expSum v s (z i) = -w 0 := by
      intro i
      have h := h0 i
      rw [hfac] at h
      have := (mul_eq_zero.1 h).resolve_left (Real.exp_pos _).ne'
      linarith
    -- Rolle: the derivative, an `m`-term sum, has `m` zeros
    have hrolle : ∀ i : Fin m, ∃ c ∈ Ioo (z i.castSucc) (z i.succ),
        expSum (fun j => -s j * v j) s c = 0 := fun i =>
      exists_hasDerivAt_eq_zero (hz (Nat.lt_succ_self (i : ℕ))) hdiff.continuous.continuousOn
        ((hg _).trans (hg _).symm) (fun y _ => hd y)
    choose c hc hc0 using hrolle
    have hzero := ih _ s c (strictMono_of_interlace hz hc) hc0
    have hconst : expSum v s x = expSum v s (z 0) :=
      is_const_of_deriv_eq_zero hdiff (fun y => (hd y).deriv.trans (hzero y)) x (z 0)
    rw [hfac, hconst, hg]
    ring
```

## (d) At most \(m-1\) zeros

**Task.** Let \(S_{w,t}\) have \(m\) terms and be nonzero at some point. Show that every finite set \(Z\) of its zeros has fewer than \(m\) elements.

**Solution.** If \(Z\) had at least \(m\) elements, choose \(m\) of them and list them in increasing order; (c) then makes the sum vanish everywhere, against the assumption. The subset is `Y` and the increasing list is `Y.orderEmbOfFin hcard`. Zeros are counted as distinct points, without multiplicity. For \(m=1\) the statement says that \(w_0e^{-t_0x}\) with \(w_0\neq0\) has no zero, and for \(m=0\) the assumption `hne` is never met.

```lean
/-- An `m`-term exponential sum that is not identically zero has fewer than `m` real zeros:
every finite set of zeros has fewer than `m` elements. -/
theorem card_zeros_lt {m : ℕ} (w t : Fin m → ℝ) (hne : ∃ x, expSum w t x ≠ 0)
    (Z : Finset ℝ) (hZ : ∀ z ∈ Z, expSum w t z = 0) : Z.card < m := by
  by_contra h
  obtain ⟨Y, hY, hcard⟩ := Finset.exists_subset_card_eq (not_lt.1 h)
  obtain ⟨x, hx⟩ := hne
  exact hx (expSum_eq_zero_of_zeros m w t (Y.orderEmbOfFin hcard)
    (Y.orderEmbOfFin hcard).strictMono
    (fun i => hZ _ (hY (Finset.orderEmbOfFin_mem Y hcard i))) x)
```

## (e) At most \(m-1\) sign changes

**Task.** Let an \(m\)-term sum that is not identically zero alternate at \(x_0,\dots,x_k\). Show that \(k<m\).

**Solution.** The sum is continuous and has opposite signs at \(x_i\) and \(x_{i+1}\), so the intermediate value theorem gives a zero \(c_i\in(x_i,x_{i+1})\) for each \(i=0,\dots,k-1\). By (b) these \(k\) zeros are distinct, and (d) gives \(k<m\). In `hivt` the two sign orders are treated separately, by `intermediate_value_Ioo'` for a fall through zero and `intermediate_value_Ioo` for a rise; the final rewrite counts the set of the \(c_i\) as having \(k\) elements.

```lean
/-- If an `m`-term exponential sum that is not identically zero alternates at `k + 1` points,
then `k < m`. -/
theorem alternations_lt {m k : ℕ} (w t : Fin m → ℝ) (hne : ∃ x, expSum w t x ≠ 0)
    (x : Fin (k + 1) → ℝ) (halt : Alternates (expSum w t) x) : k < m := by
  have hcont : Continuous (expSum w t) :=
    continuous_iff_continuousAt.2 fun y => (hasDerivAt_expSum w t y).continuousAt
  -- a zero between any two consecutive points
  have hivt : ∀ i : Fin k, ∃ c ∈ Ioo (x i.castSucc) (x i.succ), expSum w t c = 0 := by
    intro i
    have hab : x i.castSucc ≤ x i.succ := (halt.1 (Nat.lt_succ_self (i : ℕ))).le
    rcases mul_neg_iff.1 (halt.2 i) with h | h
    · exact intermediate_value_Ioo' hab hcont.continuousOn ⟨h.2, h.1⟩
    · exact intermediate_value_Ioo hab hcont.continuousOn ⟨h.1, h.2⟩
  choose c hc hc0 using hivt
  have h := card_zeros_lt w t hne (Finset.univ.image c) (by
    intro z hz
    obtain ⟨i, -, rfl⟩ := Finset.mem_image.1 hz
    exact hc0 i)
  rwa [Finset.card_image_of_injective _ (strictMono_of_interlace halt.1 hc).injective,
    Finset.card_univ, Fintype.card_fin] at h
```

## (f) No competitor wins at every point

**Task.** Let \(F\) be any real function, and let the error \(e=F-S_{w,t}\) of an \(n\)-term sum alternate at \(x_0,\dots,x_{2n}\). Show that for every \(n\)-term sum \(S_{w',t'}\), with error \(e'=F-S_{w',t'}\), there is an index \(i\) with \(|e(x_i)|\le|e'(x_i)|\).

**Solution.** Suppose \(|e'(x_i)|<|e(x_i)|\) for all \(i\). The target cancels in
\[
d=e-e'=S_{w',t'}-S_{w,t},
\]
a sum of \(n+n\) terms with weights \((w',-w)\) and exponents \((t',t)\). For real \(a,b\) with \(|b|<|a|\),
\[
a(a-b)\ \ge\ |a|^2-|a||b|\ =\ |a|\,(|a|-|b|)\ >\ 0 .
\]
With \(a=e(x_i)\) and \(b=e'(x_i)\) this gives \(e(x_i)\,d(x_i)>0\). In particular \(d(x_0)\neq0\). Writing \(e_i=e(x_i)\) and \(d_i=d(x_i)\), the product \((e_id_i)(e_{i+1}d_{i+1})=(e_ie_{i+1})(d_id_{i+1})\) is positive while \(e_ie_{i+1}<0\), so \(d_id_{i+1}<0\). Thus \(d\) alternates at \(2n+1\) points, and (e) with \(k=2n\) and \(m=n+n\) gives \(2n<n+n\), which is false.

In Lean `hdiff` builds \(d\) with `Fin.append`, `hsign` is the displayed inequality, `hprod` is the product argument, and `omega` closes the contradiction. No continuity of \(F\) is assumed, since \(F\) enters only through its values at the points. Allowing repeated exponents in (c) to (e) matters here, because \(t\) and \(t'\) may share values.

```lean
/-- If the error of an `n`-term sum for a target `F` alternates at `2n + 1` points, then the
error of any other `n`-term sum is at least as large in magnitude at one of these points. -/
theorem exists_err_le {n : ℕ} (F : ℝ → ℝ) (w t : Fin n → ℝ) (x : Fin (2 * n + 1) → ℝ)
    (halt : Alternates (err F w t) x) (w' t' : Fin n → ℝ) :
    ∃ i, |err F w t (x i)| ≤ |err F w' t' (x i)| := by
  by_contra hcon
  have hlt : ∀ i, |err F w' t' (x i)| < |err F w t (x i)| :=
    fun i => not_le.1 fun h => hcon ⟨i, h⟩
  -- the difference of the two errors is a `2n`-term sum
  have hdiff : ∀ y, expSum (Fin.append w' fun j => -w j) (Fin.append t' t) y
      = err F w t y - err F w' t' y := by
    intro y
    simp only [err, expSum, Fin.sum_univ_add, Fin.append_left, Fin.append_right, neg_mul,
      Finset.sum_neg_distrib]
    ring
  have hsign : ∀ a b : ℝ, |b| < |a| → 0 < a * (a - b) := by
    intro a b h
    have h1 := mul_lt_mul_of_pos_left h (lt_of_le_of_lt (abs_nonneg b) h)
    have h2 := le_abs_self (a * b)
    rw [abs_mul] at h2
    have h3 := abs_mul_abs_self a
    nlinarith
  have hprod : ∀ a b d e : ℝ, a * b < 0 → 0 < a * d → 0 < b * e → d * e < 0 := by
    intro a b d e h h1 h2
    by_contra hc
    nlinarith [mul_pos h1 h2, mul_nonneg (neg_pos.2 h).le (not_lt.1 hc)]
  -- it inherits the signs of the alternating error, hence alternates too often
  have h := alternations_lt (Fin.append w' fun j => -w j) (Fin.append t' t)
    ⟨x 0, by
      intro h0
      have h1 := hsign _ _ (hlt 0)
      rw [← hdiff, h0, mul_zero] at h1
      exact lt_irrefl _ h1⟩ x
    ⟨halt.1, fun i => by
      rw [hdiff, hdiff]
      exact hprod _ _ _ _ (halt.2 i) (hsign _ _ (hlt _)) (hsign _ _ (hlt _))⟩
  omega
```

## (g) The lower bound for \(1/x\)

**Task.** Let the error \(1/x-S_{w,t}(x)\) of an \(n\)-term sum alternate at \(x_0,\dots,x_{2n}\in[1,R]\) with \(|1/x_i-S_{w,t}(x_i)|\ge\delta\) for all \(i\). Show that \(E_R(w',t')\ge\delta\) for every \(n\)-term sum.

**Solution.** Part (f) with \(F(x)=1/x\) gives an \(i\) with \(\delta\le|e(x_i)|\le|e'(x_i)|\). The function \(|e'|\) is continuous on \([1,R]\), where \(x\neq0\), and so is bounded on this compact interval. Its value at \(x_i\in[1,R]\) is at most its supremum, so \(\delta\le E_R(w',t')\). The steps `h1`, `h2` and `h3` establish continuity, `isCompact_Icc.bddAbove_image` gives boundedness, and `le_csSup` compares the value with the supremum.

The hypotheses `hx`, `halt` and `hδ` are the three conditions of the task. No sign is imposed on \(\delta\); the bound has content for \(\delta>0\). The alternating sum and its points are assumed, and the theorem neither constructs them nor estimates how \(\delta\) depends on \(n\) and \(R\). At the smallest size \(n=0\) the only sum is zero, there is one point \(x_0\), and the claim reduces to \(\delta\le 1/x_0\le 1=E_R\).

```lean
/-- If the error `1/x - ∑ⱼ wⱼ exp(-tⱼ x)` of an `n`-term sum alternates at `2n + 1` points of
`[1, R]` with magnitudes at least `δ`, every `n`-term sum has maximal error at least `δ`. -/
theorem le_maxErr {n : ℕ} {R δ : ℝ} (w t : Fin n → ℝ) (x : Fin (2 * n + 1) → ℝ)
    (hx : ∀ i, x i ∈ Icc 1 R) (halt : Alternates (err (fun y => 1 / y) w t) x)
    (hδ : ∀ i, δ ≤ |err (fun y => 1 / y) w t (x i)|) (w' t' : Fin n → ℝ) :
    δ ≤ maxErr w' t' R := by
  obtain ⟨i, hi⟩ := exists_err_le _ w t x halt w' t'
  have h1 : ContinuousOn (fun y : ℝ => 1 / y) (Icc 1 R) :=
    continuousOn_const.div continuousOn_id fun y hy => (lt_of_lt_of_le one_pos hy.1).ne'
  have h2 : Continuous (expSum w' t') :=
    continuous_iff_continuousAt.2 fun y => (hasDerivAt_expSum w' t' y).continuousAt
  have h3 : ContinuousOn (fun y => |err (fun y => 1 / y) w' t' y|) (Icc 1 R) :=
    (h1.sub h2.continuousOn).abs
  exact ((hδ i).trans hi).trans
    (le_csSup (isCompact_Icc.bddAbove_image h3) ⟨x i, hx i, rfl⟩)
```

## (h) Equioscillation implies optimality

**Task.** In the setting of (g), suppose \(|e(x_i)|=E_R(w,t)\) at all \(2n+1\) points. Show that \(E_R(w,t)\le E_R(w',t')\) for every \(n\)-term sum.

**Solution.** Take \(\delta=E_R(w,t)\) in (g); the Lean proof is this substitution. A Remez iteration seeks a sum with this equioscillating error, and (g) and (h) give the criterion behind it: for any alternating trial sum the best achievable error lies between \(\min_i|e(x_i)|\) and \(E_R(w,t)\), and equality of the two makes the trial sum optimal. The implication runs from equioscillation to optimality. That a best sum exists, is unique, must equioscillate, or is reached by the iteration is not part of the statement.

```lean
/-- An `n`-term sum whose error attains its maximal magnitude on `[1, R]` with alternating signs
at `2n + 1` points has the smallest maximal error among all `n`-term sums. -/
theorem optimal_of_equioscillation {n : ℕ} {R : ℝ} (w t : Fin n → ℝ)
    (x : Fin (2 * n + 1) → ℝ) (hx : ∀ i, x i ∈ Icc 1 R)
    (halt : Alternates (err (fun y => 1 / y) w t) x)
    (heq : ∀ i, |err (fun y => 1 / y) w t (x i)| = maxErr w t R) (w' t' : Fin n → ℝ) :
    maxErr w t R ≤ maxErr w' t' R :=
  le_maxErr w t x hx halt (fun i => (heq i).ge) w' t'
```

## (i) The opening example

**Task.** For \(n=1\), \(w_0=\tfrac65\), \(t_0=\log\tfrac32\) and \(x_i=2^i\) with \(i=0,1,2\), verify the hypotheses of (g) with \(R=4\) and \(\delta=\tfrac1{100}\).

**Solution.** For a natural number \(k\), \(e^{-k\log(3/2)}=(2/3)^k\), so the errors are rational:
\[
1-\tfrac45=\tfrac15,\qquad \tfrac12-\tfrac8{15}=-\tfrac1{30},\qquad \tfrac14-\tfrac{32}{135}=\tfrac7{540}.
\]
The points \(1,2,4\) increase and lie in \([1,4]\), both consecutive products are negative, and the smallest magnitude is \(\tfrac7{540}>\tfrac1{100}\). In Lean `hexp` is the power identity, `he` the rational form of the error, and `h1` and `h2` run through the indices. The theorem records these three conditions; feeding them into (g), so that no single exponential fits \(1/x\) on \([1,4]\) to better than \(\tfrac1{100}\), and sharpening this to \(\tfrac7{540}\), is done here on paper only. The three magnitudes differ, so these points do not meet the hypothesis `heq` of (h).

```lean
/-- The error of the one-term sum `(6/5) exp(-log(3/2) x)` alternates at the points `1, 2, 4`
of `[1, 4]` with magnitudes at least `1/100`. -/
theorem alternation_witness :
    let e := err (fun y => 1 / y) (fun _ : Fin 1 => 6 / 5) (fun _ => Real.log (3 / 2))
    let x : Fin (2 * 1 + 1) → ℝ := fun i => 2 ^ (i : ℕ)
    (∀ i, x i ∈ Icc (1 : ℝ) 4) ∧ Alternates e x ∧ ∀ i, 1 / 100 ≤ |e (x i)| := by
  intro e x
  have hexp : ∀ k : ℕ, Real.exp (-Real.log (3 / 2) * k) = (2 / 3) ^ k := by
    intro k
    rw [mul_comm, Real.exp_nat_mul, Real.exp_neg, Real.exp_log (by norm_num)]
    norm_num
  have he : ∀ i : ℕ, e (2 ^ i) = 1 / 2 ^ i - 6 / 5 * (2 / 3) ^ (2 ^ i) := by
    intro i
    have h := hexp (2 ^ i)
    push_cast at h
    simp only [e, err, expSum, Fin.sum_univ_one, h]
  have h1 : ∀ i : ℕ, i < 3 → (2 : ℝ) ^ i ∈ Icc (1 : ℝ) 4 ∧ 1 / 100 ≤ |e (2 ^ i)| := by
    intro i hi
    rw [he, le_abs]
    interval_cases i <;> norm_num
  have h2 : ∀ i : ℕ, i < 2 → e (2 ^ i) * e (2 ^ (i + 1)) < 0 := by
    intro i hi
    rw [he, he]
    interval_cases i <;> norm_num
  exact ⟨fun i => (h1 i.1 i.2).1,
    ⟨fun i j h => pow_lt_pow_right₀ (by norm_num : (1 : ℝ) < 2) h, fun i => h2 i.1 i.2⟩,
    fun i => (h1 i.1 i.2).2⟩

end

end ExponentialSumMinimax
```

```lean
#print axioms ExponentialSumMinimax.alternations_lt
#print axioms ExponentialSumMinimax.optimal_of_equioscillation
```

```
'ExponentialSumMinimax.alternations_lt' depends on axioms: [propext, Classical.choice, Quot.sound]
'ExponentialSumMinimax.optimal_of_equioscillation' depends on axioms: [propext, Classical.choice, Quot.sound]
```
